# For linearly independent steps, the multisecant update is the only Jacobian estimate that fits all residual changes and keeps its old action orthogonal to the steps

A Jacobian estimate `B` is to be corrected from finitely many recorded steps, the columns of `S`, and the residual changes they caused, the columns of `Y`. All matrices are real, the space of steps is finite-dimensional, and `Sᵀ * S` is assumed invertible, which means that the steps are linearly independent. The theorem `eq_update_iff` says that a matrix `C` equals the multisecant update B + (Y − BS)(SᵀS)⁻¹Sᵀ exactly when CS = Y and Cv = Bv for every vector v orthogonal to all steps. The attempt proves the forward direction by computing with the formula. For the converse it applies the second condition to each column of 1 − S(SᵀS)⁻¹Sᵀ, so that `C` and `B` agree on this matrix, and then solves for `C` using CS = Y.

The first attempt, which Lean rejects:

```lean
import Mathlib

open Matrix

namespace EqUpdateIff

noncomputable section

variable {p n m : Type*} [Fintype n] [Fintype m] [DecidableEq m]

/-- The multisecant update `B + (Y - B S) (Sᵀ S)⁻¹ Sᵀ` of a Jacobian estimate `B`, with steps in
the columns of `S` and residual changes in those of `Y`; its domain is `Sᵀ S` invertible. -/
def multisecantUpdate (B : Matrix p n ℝ) (S : Matrix n m ℝ) (Y : Matrix p m ℝ) :
    Matrix p n ℝ :=
  B + (Y - B * S) * (Sᵀ * S)⁻¹ * Sᵀ

/-- If `Sᵀ S` is invertible, the updated Jacobian reproduces all recorded residual changes. -/
theorem update_secant (B : Matrix p n ℝ) (S : Matrix n m ℝ) (Y : Matrix p m ℝ)
    (h : IsUnit (Sᵀ * S).det) : multisecantUpdate B S Y * S = Y := by
  unfold multisecantUpdate
  rw [Matrix.add_mul, Matrix.mul_assoc, Matrix.mul_assoc (Y - B * S),
    Matrix.nonsing_inv_mul _ h, Matrix.mul_one, add_sub_cancel]

/-- If `Sᵀ S` is invertible, the multisecant update is the only matrix that satisfies the secant
equations and acts as the old Jacobian on every direction orthogonal to all steps. -/
theorem eq_update_iff (B C : Matrix p n ℝ) (S : Matrix n m ℝ) (Y : Matrix p m ℝ)
    (h : IsUnit (Sᵀ * S).det) :
    C = multisecantUpdate B S Y ↔
      C * S = Y ∧ ∀ v : n → ℝ, Sᵀ *ᵥ v = 0 → C *ᵥ v = B *ᵥ v := by
  classical
  constructor
  · rintro rfl
    refine ⟨update_secant B S Y h, fun v hv => ?_⟩
    unfold multisecantUpdate
    rw [Matrix.add_mulVec, ← Matrix.mulVec_mulVec, hv, Matrix.mulVec_zero, add_zero]
  · rintro ⟨hS, hC⟩
    -- the projector onto the complement of the step space
    have hQ : Sᵀ * (1 - S * ((Sᵀ * S)⁻¹ * Sᵀ)) = 0 := by
      rw [Matrix.mul_sub, Matrix.mul_one, ← Matrix.mul_assoc Sᵀ,
        ← Matrix.mul_assoc (Sᵀ * S), Matrix.mul_nonsing_inv _ h, Matrix.one_mul, sub_self]
    have hCQ : C * (1 - S * ((Sᵀ * S)⁻¹ * Sᵀ)) = B * (1 - S * ((Sᵀ * S)⁻¹ * Sᵀ)) := by
      ext i j
      exact congrFun (hC (fun k => (1 - S * ((Sᵀ * S)⁻¹ * Sᵀ)) k j)
        (funext fun a => congrFun (congrFun hQ a) j)) i
    rw [Matrix.mul_sub, Matrix.mul_sub, Matrix.mul_one, Matrix.mul_one,
      ← Matrix.mul_assoc C, ← Matrix.mul_assoc B, hS] at hCQ
    unfold multisecantUpdate
    rw [Matrix.mul_assoc (Y - B * S), Matrix.sub_mul, sub_eq_iff_eq_add.mp hCQ]
    abel

end

end EqUpdateIff
```

Compiling this gives:

```
Main.lean:44:25: error: Type mismatch
  congrFun (congrFun hQ a) j
has type
  (Sᵀ * (1 - S * ((Sᵀ * S)⁻¹ * Sᵀ))) a j = 0 a j
but is expected to have type
  (Sᵀ *ᵥ fun k => ?m.310) a = 0 a
Main.lean:43:35: error: Function expected at
  1 - S * ((Sᵀ * S)⁻¹ * Sᵀ)
but this term has type
  ?m.349

Note: Expected a function because this term is being applied to the argument
  k
```

The change, after which it compiles:

```diff
@@ -35,5 +35,5 @@
     rw [Matrix.add_mulVec, ← Matrix.mulVec_mulVec, hv, Matrix.mulVec_zero, add_zero]
   · rintro ⟨hS, hC⟩
-    -- the projector onto the complement of the step space
+    -- the columns of `1 - S (Sᵀ S)⁻¹ Sᵀ` are orthogonal to all steps
     have hQ : Sᵀ * (1 - S * ((Sᵀ * S)⁻¹ * Sᵀ)) = 0 := by
       rw [Matrix.mul_sub, Matrix.mul_one, ← Matrix.mul_assoc Sᵀ,
@@ -41,5 +41,5 @@
     have hCQ : C * (1 - S * ((Sᵀ * S)⁻¹ * Sᵀ)) = B * (1 - S * ((Sᵀ * S)⁻¹ * Sᵀ)) := by
       ext i j
-      exact congrFun (hC (fun k => (1 - S * ((Sᵀ * S)⁻¹ * Sᵀ)) k j)
+      exact congrFun (hC (fun k => (1 - S * ((Sᵀ * S)⁻¹ * Sᵀ) : Matrix n n ℝ) k j)
         (funext fun a => congrFun (congrFun hQ a) j)) i
     rw [Matrix.mul_sub, Matrix.mul_sub, Matrix.mul_one, Matrix.mul_one,
```

Cause. The error lies in how the proof writes column `j` of 1 − S(SᵀS)⁻¹Sᵀ as a vector. It applies the matrix expression directly to the indices `k` and `j`, and for that Lean must already know that the expression has a function type. The second message says that its type was still undetermined, `?m.349`. The source is the numeral `1`, which has no type of its own. The product after the minus sign is known to be an `n` by `n` matrix, but Lean's subtraction allows operands of different types, so this alone fixes neither the type of `1` nor that of the difference. As the factors have different shapes, Lean also finds no common type to give to `1`. The default rule that both operands of a subtraction have the same type would come only later, too late for the application.

The first message follows from this. The entries of the vector were still an unknown, `?m.310`, so Lean could not match the entry of the matrix product supplied by `hQ` with the required entry of `Sᵀ *ᵥ fun k => ?m.310`.

The repair states the type of the difference, `Matrix n n ℝ`. A matrix is by definition a function of two indices, so the application is now accepted. The vector is then known, and the two entries agree by definition, so the proof from `hQ` fits unchanged.

The reworded comment is mere tidying.
